# For positive radii and nonnegative weights, Slater sums on a finite grid are log-convex in the multipole order

On a finite grid of radii r_i > 0 with weights w_i ≥ 0, the Slater sums F^k = Σ_i Σ_j w_i w_j min(r_i, r_j)^k / max(r_i, r_j)^(k+1) satisfy (F^(k+1))² ≤ F^k F^(k+2) for every natural number k. More generally (F^(k+a))² ≤ F^k F^(k+2a) for every natural step a, and for a ≠ 0 equality holds exactly when all grid points of positive weight lie at the same radius.

In Lean 4 with Mathlib:

```lean
import Mathlib

open Finset

namespace SlaterLogConvexity

noncomputable section

variable {ι : Type*} [Fintype ι]

/-- The radial multipole kernel `min(a,b)^k / max(a,b)^(k+1)` of the Coulomb repulsion. -/
def slaterKernel (k : ℕ) (a b : ℝ) : ℝ := min a b ^ k / max a b ^ (k + 1)

/-- The Slater sum `F^k` of a radial density with weights `w i` at the radii `r i`. -/
def slaterF (r w : ι → ℝ) (k : ℕ) : ℝ :=
  ∑ i, ∑ j, w i * w j * slaterKernel k (r i) (r j)

/-- The weight of a pair of grid points: the product of their weights over the larger radius. -/
def pairWeight (r w : ι → ℝ) (p : ι × ι) : ℝ := w p.1 * w p.2 / max (r p.1) (r p.2)

/-- The ratio of the smaller to the larger radius in a pair of grid points. -/
def radialRatio (r : ι → ℝ) (p : ι × ι) : ℝ := min (r p.1) (r p.2) / max (r p.1) (r p.2)

/-- The Slater sum `F^k` is the `k`-th moment of the radial ratio under the pair weights. -/
theorem slaterF_eq_moment (r w : ι → ℝ) (k : ℕ) :
    slaterF r w k = ∑ p : ι × ι, pairWeight r w p * radialRatio r p ^ k := by
  rw [Fintype.sum_prod_type]
  refine sum_congr rfl fun i _ => sum_congr rfl fun j _ => ?_
  simp only [slaterKernel, pairWeight, radialRatio]
  rw [div_pow, pow_succ]
  ring

omit [Fintype ι] in
/-- For positive radii and nonnegative weights, pair weights are nonnegative and radial ratios
are positive. -/
theorem pair_signs {r w : ι → ℝ} (hr : ∀ i, 0 < r i) (hw : ∀ i, 0 ≤ w i) (p : ι × ι) :
    0 ≤ pairWeight r w p ∧ 0 < radialRatio r p :=
  ⟨div_nonneg (mul_nonneg (hw _) (hw _)) (le_max_of_le_left (hr _).le),
    div_pos (lt_min (hr _) (hr _)) (lt_max_of_lt_left (hr _))⟩

/-- Twice the difference `F^k F^(k+2a) - (F^(k+a))^2` is a weighted sum of squared differences
of powers of the radial ratio, taken over all pairs of pairs. -/
theorem slater_spread (r w : ι → ℝ) (k a : ℕ) :
    2 * (slaterF r w k * slaterF r w (k + 2 * a) - slaterF r w (k + a) ^ 2) =
      ∑ p : ι × ι, ∑ q : ι × ι, pairWeight r w p * pairWeight r w q *
        (radialRatio r p * radialRatio r q) ^ k *
        (radialRatio r p ^ a - radialRatio r q ^ a) ^ 2 := by
  have h : 2 * (slaterF r w k * slaterF r w (k + 2 * a) - slaterF r w (k + a) ^ 2) =
      slaterF r w (k + 2 * a) * slaterF r w k + slaterF r w k * slaterF r w (k + 2 * a)
        - 2 * (slaterF r w (k + a) * slaterF r w (k + a)) := by ring
  rw [h]
  simp only [slaterF_eq_moment]
  -- write products of sums as double sums, then compare term by term
  simp only [Finset.sum_mul_sum]
  simp only [Finset.mul_sum, ← Finset.sum_add_distrib, ← Finset.sum_sub_distrib]
  refine sum_congr rfl fun p _ => sum_congr rfl fun q _ => ?_
  ring

/-- For positive radii and nonnegative weights, Slater sums of equally spaced orders satisfy
`(F^(k+a))^2 ≤ F^k F^(k+2a)`. -/
theorem slaterF_sq_le {r w : ι → ℝ} (hr : ∀ i, 0 < r i) (hw : ∀ i, 0 ≤ w i) (k a : ℕ) :
    slaterF r w (k + a) ^ 2 ≤ slaterF r w k * slaterF r w (k + 2 * a) := by
  have hs := slater_spread r w k a
  have hn : 0 ≤ ∑ p : ι × ι, ∑ q : ι × ι, pairWeight r w p * pairWeight r w q *
      (radialRatio r p * radialRatio r q) ^ k *
      (radialRatio r p ^ a - radialRatio r q ^ a) ^ 2 := by
    refine sum_nonneg fun p _ => sum_nonneg fun q _ => ?_
    obtain ⟨hp, hp'⟩ := pair_signs hr hw p
    obtain ⟨hq, hq'⟩ := pair_signs hr hw q
    exact mul_nonneg (mul_nonneg (mul_nonneg hp hq) (pow_nonneg (mul_pos hp' hq').le _))
      (sq_nonneg _)
  linarith

/-- For positive radii and nonnegative weights, Slater sums are log-convex in the multipole order:
`(F^(k+1))^2 ≤ F^k F^(k+2)`. -/
theorem slaterF_logConvex {r w : ι → ℝ} (hr : ∀ i, 0 < r i) (hw : ∀ i, 0 ≤ w i) (k : ℕ) :
    slaterF r w (k + 1) ^ 2 ≤ slaterF r w k * slaterF r w (k + 2) :=
  slaterF_sq_le hr hw k 1

/-- For positive radii, nonnegative weights and a nonzero step `a`, equality `(F^(k+a))^2 = F^k
F^(k+2a)` holds exactly when all grid points of positive weight lie at the same radius. -/
theorem slaterF_sq_eq_iff {r w : ι → ℝ} (hr : ∀ i, 0 < r i) (hw : ∀ i, 0 ≤ w i)
    (k : ℕ) {a : ℕ} (ha : a ≠ 0) :
    slaterF r w (k + a) ^ 2 = slaterF r w k * slaterF r w (k + 2 * a) ↔
      ∀ i j, 0 < w i → 0 < w j → r i = r j := by
  have hs := slater_spread r w k a
  constructor
  · intro h i j hi hj
    have hn : ∀ p q : ι × ι, 0 ≤ pairWeight r w p * pairWeight r w q *
        (radialRatio r p * radialRatio r q) ^ k *
        (radialRatio r p ^ a - radialRatio r q ^ a) ^ 2 := fun p q =>
      mul_nonneg (mul_nonneg (mul_nonneg (pair_signs hr hw p).1 (pair_signs hr hw q).1)
        (pow_nonneg (mul_pos (pair_signs hr hw p).2 (pair_signs hr hw q).2).le _)) (sq_nonneg _)
    rw [h, sub_self, mul_zero] at hs
    -- every term vanishes; compare the pair (i, j) with the diagonal pair (i, i)
    have hp := (sum_eq_zero_iff_of_nonneg (fun p _ => sum_nonneg fun q _ => hn p q)).1
      hs.symm (i, j) (mem_univ _)
    have hq := (sum_eq_zero_iff_of_nonneg (fun q _ => hn (i, j) q)).1 hp (i, i) (mem_univ _)
    have h1 : radialRatio r (i, i) = 1 := by simp [radialRatio, (hr i).ne']
    have hM : 0 < max (r i) (r j) := lt_max_of_lt_left (hr i)
    have hc : 0 < pairWeight r w (i, j) := div_pos (mul_pos hi hj) hM
    have hc' : 0 < pairWeight r w (i, i) :=
      div_pos (mul_pos hi hi) (lt_max_of_lt_left (hr i))
    have ht := (pair_signs hr hw (i, j)).2
    have ht' := (pair_signs hr hw (i, i)).2
    have h2 := (mul_eq_zero.1 hq).resolve_left
      (mul_pos (mul_pos hc hc') (pow_pos (mul_pos ht ht') k)).ne'
    have h3 := (pow_eq_zero_iff two_ne_zero).1 h2
    rw [h1, one_pow] at h3
    have h4 : radialRatio r (i, j) = 1 :=
      (pow_eq_one_iff_of_nonneg ht.le ha).1 (by linarith)
    have h5 : min (r i) (r j) = max (r i) (r j) := (div_eq_one_iff_eq hM.ne').1 h4
    exact le_antisymm ((le_max_left _ _).trans (h5.symm.le.trans (min_le_right _ _)))
      ((le_max_right _ _).trans (h5.symm.le.trans (min_le_left _ _)))
  · intro h
    -- a pair either has no weight or has radial ratio one
    have key : ∀ p : ι × ι, pairWeight r w p = 0 ∨ radialRatio r p = 1 := by
      intro p
      rcases (hw p.1).eq_or_lt with h1 | h1
      · left; simp [pairWeight, ← h1]
      rcases (hw p.2).eq_or_lt with h2 | h2
      · left; simp [pairWeight, ← h2]
      right
      simp [radialRatio, h _ _ h1 h2, (hr p.2).ne']
    rw [sum_eq_zero fun p _ => sum_eq_zero fun q _ => by
      rcases key p with h1 | h1 <;> rcases key q with h2 | h2 <;> simp [h1, h2]] at hs
    linarith

/-- For positive radii and nonnegative weights, every Slater sum is positive as soon as one grid
point has positive weight. -/
theorem slaterF_pos {r w : ι → ℝ} (hr : ∀ i, 0 < r i) (hw : ∀ i, 0 ≤ w i)
    {i : ι} (hi : 0 < w i) (k : ℕ) : 0 < slaterF r w k := by
  rw [slaterF_eq_moment]
  have hc : 0 < pairWeight r w (i, i) :=
    div_pos (mul_pos hi hi) (lt_max_of_lt_left (hr i))
  exact sum_pos' (fun p _ => mul_nonneg (pair_signs hr hw p).1
    (pow_nonneg (pair_signs hr hw p).2.le k))
    ⟨(i, i), mem_univ _, mul_pos hc (pow_pos (pair_signs hr hw (i, i)).2 k)⟩

/-- For positive radii and nonnegative weights that are not all zero, the ratio of successive Slater
sums, `F^(k+1) / F^k`, does not decrease with `k`. -/
theorem slaterF_ratio_le {r w : ι → ℝ} (hr : ∀ i, 0 < r i) (hw : ∀ i, 0 ≤ w i)
    {i : ι} (hi : 0 < w i) (k : ℕ) :
    slaterF r w (k + 1) / slaterF r w k ≤ slaterF r w (k + 2) / slaterF r w (k + 1) := by
  rw [div_le_div_iff₀ (slaterF_pos hr hw hi k) (slaterF_pos hr hw hi (k + 1))]
  linarith [slaterF_logConvex hr hw k]

/-- For positive radii and nonnegative weights that are not all zero, the Slater sums `F^2` and
`F^4` bound `F^6` from below by `(F^4)^2 / F^2`. -/
theorem slaterF_six_ge {r w : ι → ℝ} (hr : ∀ i, 0 < r i) (hw : ∀ i, 0 ≤ w i)
    {i : ι} (hi : 0 < w i) : slaterF r w 4 ^ 2 / slaterF r w 2 ≤ slaterF r w 6 := by
  have h : slaterF r w 4 ^ 2 ≤ slaterF r w 2 * slaterF r w 6 := slaterF_sq_le hr hw 2 2
  rw [div_le_iff₀ (slaterF_pos hr hw hi 2)]
  linarith

/-- With weights `1` and `-1` at the radii `1` and `3`, log-convexity fails at order zero. -/
theorem signed_weights_fail :
    slaterF ![1, 3] ![1, -1] 0 * slaterF ![1, 3] ![1, -1] 2 <
      slaterF ![1, 3] ![1, -1] 1 ^ 2 := by
  have h1 : min (1 : ℝ) 3 = 1 := min_eq_left (by norm_num)
  have h2 : min (3 : ℝ) 1 = 1 := min_eq_right (by norm_num)
  have h3 : max (1 : ℝ) 3 = 3 := max_eq_right (by norm_num)
  have h4 : max (3 : ℝ) 1 = 3 := max_eq_left (by norm_num)
  norm_num [slaterF, slaterKernel, Fin.sum_univ_two, h1, h2, h3, h4]

end

end SlaterLogConvexity
```

```lean
#print axioms SlaterLogConvexity.slaterF_logConvex
#print axioms SlaterLogConvexity.slaterF_ratio_le
#print axioms SlaterLogConvexity.slaterF_six_ge
#print axioms SlaterLogConvexity.signed_weights_fail
```

```
'SlaterLogConvexity.slaterF_logConvex' depends on axioms: [propext, Classical.choice, Quot.sound]
'SlaterLogConvexity.slaterF_ratio_le' depends on axioms: [propext, Classical.choice, Quot.sound]
'SlaterLogConvexity.slaterF_six_ge' depends on axioms: [propext, Classical.choice, Quot.sound]
'SlaterLogConvexity.signed_weights_fail' depends on axioms: [propext, Classical.choice, Quot.sound]
```

## Electrons of one shell on a radial grid

The Coulomb repulsion between two electrons at distances r and r′ from the nucleus can be expanded in multipoles. In atomic units, the radial factor of order k is min(r, r′)^k / max(r, r′)^(k+1), which the file calls `slaterKernel`. Averaging it over the radial densities of two electrons in the same shell gives the Slater integral F^k. In a configuration with only one open shell, these integrals for that shell, combined with angular coefficients, determine the first-order electrostatic splitting of the multiplets.

`slaterF r w k` is the discretised form of that average. The finite type `ι` labels the grid points, `r i` is a radius, and `w i` is the amount of radial density assigned to it. For a radial function R, one would take w_i to be the quadrature weight times r_i² R(r_i)². The superscript in F^k is a label, whereas the superscripts on radii and ratios are powers.

The hypothesis `hr` says that every radius is positive, so the origin is not a grid point. The hypothesis `hw` says that no weight is negative. A squared radial function never violates this, but a quadrature rule with negative coefficients can. The weights need not add up to 1: multiplying all of them by s multiplies both sides of the inequality by s⁴. The radii need not be distinct or ordered.

The theorems concern finite sums, with the same density for both electrons and the bare Coulomb kernel. They include neither the limit of a fine grid, nor direct integrals between different shells, nor exchange integrals. Slater parameters fitted to spectra absorb screening and correlation, and need not be sums of this form.

## The multipole order as a power of one ratio

Write p = (i, j) for an ordered pair of grid points, and define

c_p = w_i w_j / max(r_i, r_j)

t_p = min(r_i, r_j) / max(r_i, r_j).

These are `pairWeight` and `radialRatio`. Since

min(r_i, r_j)^k / max(r_i, r_j)^(k+1) = t_p^k / max(r_i, r_j),

the Slater sum becomes

F^k = Σ_p c_p t_p^k.

The order k now appears only as an exponent, so F^k is the k-th moment of the radial ratio under the pair weights. This is `slaterF_eq_moment`. Its proof turns the sum over pairs into a double sum and compares the terms, with `ring` doing the algebra.

The lemma `pair_signs` records that c_p ≥ 0 and t_p > 0. Both follow directly from the signs of the weights and radii.

## The difference as a sum of squares

Let q be a second pair of grid points. Multiplying out the moments gives

F^(k+2a) F^k = Σ_p Σ_q c_p c_q t_p^(k+2a) t_q^k

F^k F^(k+2a) = Σ_p Σ_q c_p c_q t_p^k t_q^(k+2a)

(F^(k+a))² = Σ_p Σ_q c_p c_q t_p^(k+a) t_q^(k+a).

The first two lines are the same number with the factors in opposite order. Adding them and subtracting twice the third gives

2 (F^k F^(k+2a) − (F^(k+a))²) = Σ_p Σ_q c_p c_q [t_p^(k+2a) t_q^k + t_p^k t_q^(k+2a) − 2 t_p^(k+a) t_q^(k+a)].

The bracket has the common factor (t_p t_q)^k, and what remains is a perfect square:

t_p^(2a) + t_q^(2a) − 2 t_p^a t_q^a = (t_p^a − t_q^a)².

Therefore

2 (F^k F^(k+2a) − (F^(k+a))²) = Σ_p Σ_q c_p c_q (t_p t_q)^k (t_p^a − t_q^a)².

This identity is `slater_spread`. The auxiliary equation `h` writes the doubled product in its two orders, `Finset.sum_mul_sum` expands the products of sums, and the final `ring` checks the factorisation for each p and q. No sign condition is used here.

With nonnegative weights and positive radii, every term on the right is nonnegative, and so is the left side. That proves `slaterF_sq_le`, where `sum_nonneg` handles the double sum and `linarith` removes the factor 2. Setting a = 1 gives `slaterF_logConvex`.

## Equality means a single occupied radius

Suppose a ≠ 0 and equality holds. The double sum is then zero, and since its terms are nonnegative, each of them is zero. Take any i and j with w_i > 0 and w_j > 0, and look at the term with p = (i, j) and q = (i, i). Here

c_p = w_i w_j / max(r_i, r_j) > 0

c_q = w_i² / r_i > 0

t_q = 1.

The only factor that can vanish is the square, so t_p^a = 1. As t_p is positive and a is not zero, t_p = 1. The smaller radius equals the larger one, and r_i = r_j.

Conversely, suppose all points of positive weight share one radius. A pair containing a point of zero weight has c_p = 0, and every other pair has t_p = 1. Each term of the double sum then has a vanishing weight or a vanishing square, and equality follows.

The proof of `slaterF_sq_eq_iff` takes the same route. It applies `sum_eq_zero_iff_of_nonneg` twice, first to isolate p and then q, and `pow_eq_one_iff_of_nonneg` passes from t_p^a = 1 to t_p = 1. In the converse direction, `key` states the alternative between zero pair weight and unit ratio. The condition a ≠ 0 is needed because at a = 0 the two sides agree for every grid.

## Successive ratios and the f shell

If some w_i is positive, the diagonal pair (i, i) contributes

w_i² / r_i > 0

to every F^k, and no other pair contributes a negative amount. Hence F^k > 0, which is `slaterF_pos`. Dividing the log-convexity inequality by the positive product F^k F^(k+1) gives

F^(k+1) / F^k ≤ F^(k+2) / F^(k+1),

so the successive ratios do not decrease. This is `slaterF_ratio_le`.

Within an f shell, the direct repulsion involves the orders 0, 2, 4 and 6. Taking k = 2 and a = 2 and dividing by F^2 gives `slaterF_six_ge`:

(F^4)² / F^2 ≤ F^6.

For Slater sums computed as the double sum above, with positive radii and nonnegative weights, this is a simple consistency check: a violation beyond rounding error points to a fault in the kernel or the summation.

## Two grid points worked through

Take radii 1 and 2 with both weights equal to 1. The diagonal pairs contribute 1 and 1/2, and the two mixed pairs contribute 1/2^(k+1) each, so

F^k = 3/2 + 1/2^k.

The first three values are F^0 = 5/2, F^1 = 2 and F^2 = 7/4. Then

F^0 F^2 = 35/8 and (F^1)² = 4,

with a difference of 3/8. The sum of squares gives the same number. The pairs with ratio 1 have total weight 3/2, and those with ratio 1/2 have total weight 1. Only combinations of one kind with the other contribute, in two orders:

2 · (3/2) · 1 · (1 − 1/2)² = 3/4,

which is twice 3/8. The successive ratios F^1/F^0 = 4/5 and F^2/F^1 = 7/8 increase, as they should.

For the f-shell bound, F^4 = 25/16 and F^6 = 97/64. The lower bound (F^4)² / F^2 = 625/448 is about 1.395, while F^6 is about 1.516.

## A negative weight breaks the inequality

Now take radii 1 and 3 with weights 1 and −1. The diagonal pairs contribute 1 and 1/3, and the mixed pairs enter with a minus sign:

F^k = 4/3 − 2/3^(k+1).

This gives F^0 = 2/3, F^1 = 10/9 and F^2 = 34/27, so

F^0 F^2 = 68/81 < 100/81 = (F^1)².

All three sums are positive, yet log-convexity fails at k = 0. The identity for the difference still holds, but the mixed pairs now have negative pair weight, and their products with the diagonal pairs make the sum negative. The theorem `signed_weights_fail` verifies this example by evaluating the minima and maxima and leaving the arithmetic to `norm_num`.
